# Scaled truncated noise hierarchies never gain total weight when $H$ and $Q$ are Hermitian and $v\ge 0$

Let $H$ and $Q$ be Hermitian matrices of finite size, $g$ a real number, $v\ge 0$, and $L\ge 0$ an integer depth. If the matrices $s_0,\dots,s_L$ obey

$$\dot s_n=-i[H,s_n]-nv\,s_n-ig\left(\sqrt{n+1}\,[Q,s_{n+1}]+\sqrt n\,[Q,s_{n-1}]\right),\qquad s_{-1}=s_{L+1}=0,$$

then $W=\sum_{n=0}^{L}\operatorname{tr}(s_n^\dagger s_n)$ never increases.

Such equations describe a quantum system with $\hbar=1$ whose Hamiltonian $H+\xi(t)Q$ contains classical Gaussian noise $\xi$ of mean zero, variance $c=g^2$ and correlation $g^2e^{-v|t|}$. Let tier $0$ start as the initial density matrix and all higher tiers as zero. Without truncation, tier $0$ is then the noise-averaged density matrix at later times, and the higher tiers carry the memory of the noise. At finite depth, tier $0$ is in general only an approximation to that average. For this single-exponential classical noise, truncation at any depth cannot produce solutions that grow without bound as time advances.

```lean
import Mathlib

open Matrix

namespace ScaledHierarchy

noncomputable section

variable {ι : Type*} [Fintype ι]
```

## Tiers, neighbours and equations of motion

The tiers are complex square matrices, and no tier is assumed Hermitian. The commutator is $[A,B]=AB-BA$.

```lean
/-- The commutator `[A, B] = AB - BA`. -/
def comm (A B : Matrix ι ι ℂ) : Matrix ι ι ℂ := A * B - B * A
```

In Lean a hierarchy is a function on all natural numbers, so the truncation has to be built into the equations. `above` returns $s_{n+1}$ for $n<L$ and zero otherwise, whatever values are stored beyond depth $L$.

```lean
/-- The tier above tier `n`, set to zero when `n` is not below the depth `L`. -/
def above (L : ℕ) (s : ℕ → Matrix ι ι ℂ) (n : ℕ) : Matrix ι ι ℂ :=
  if n < L then s (n + 1) else 0
```

`below` returns $s_{n-1}$, and zero for tier $0$.

```lean
/-- The tier below tier `n`, set to zero for `n = 0`. -/
def below (s : ℕ → Matrix ι ι ℂ) : ℕ → Matrix ι ι ℂ
  | 0 => 0
  | n + 1 => s n
```

With these neighbours, `generator` is the right-hand side displayed at the start. The parameter is the amplitude $g$, with $g=\sqrt c$ as the usual choice. The variance $c=g^2$ is then non-negative without a separate hypothesis.

```lean
/-- Right-hand side of the scaled hierarchy of depth `L`, with Hamiltonian `H`, coupling
operator `Q`, noise amplitude `g` (noise variance `g ^ 2`) and noise decay rate `v`. -/
def generator (H Q : Matrix ι ι ℂ) (g v : ℝ) (L : ℕ) (s : ℕ → Matrix ι ι ℂ) (n : ℕ) :
    Matrix ι ι ℂ :=
  (-Complex.I) • comm H (s n) - ((n * v : ℝ) : ℂ) • s n
    - (Complex.I * (g : ℂ)) • (((Real.sqrt ((n : ℝ) + 1) : ℝ) : ℂ) • comm Q (above L s n)
      + ((Real.sqrt (n : ℝ) : ℝ) : ℂ) • comm Q (below s n))
```

The unscaled tiers $r_n$ obey the same equation with other couplings: $1$ upward and $ng^2$ downward.

```lean
/-- Right-hand side of the unscaled hierarchy of depth `L`, with coupling `1` to the tier
above and `n g ^ 2` to the tier below. -/
def bareGenerator (H Q : Matrix ι ι ℂ) (g v : ℝ) (L : ℕ) (r : ℕ → Matrix ι ι ℂ) (n : ℕ) :
    Matrix ι ι ℂ :=
  (-Complex.I) • comm H (r n) - ((n * v : ℝ) : ℂ) • r n
    - Complex.I • (comm Q (above L r n) + ((n * g ^ 2 : ℝ) : ℂ) • comm Q (below r n))
```

The two forms are related by $r_n=\alpha_n s_n$ with $\alpha_n=g^n\sqrt{n!}$.

```lean
/-- The scale factor `g ^ n √(n!)` of tier `n`. -/
def scale (g : ℝ) (n : ℕ) : ℝ := g ^ n * Real.sqrt (Nat.factorial n : ℝ)
```

The weight of one tier is $w(A)=\operatorname{tr}(A^\dagger A)=\sum_{ij}|A_{ij}|^2$. The trace is already real; `.re` only turns it into a real number in Lean.

```lean
/-- The weight `tr(A† A)` of one tier. -/
def tierWeight (A : Matrix ι ι ℂ) : ℝ := (Matrix.trace (Aᴴ * A)).re
```

The total weight is $W=\sum_{n=0}^{L}w(s_n)$.

```lean
/-- The total weight of the tiers `0, ..., L`. -/
def totalWeight (L : ℕ) (s : ℕ → Matrix ι ι ℂ) : ℝ :=
  ∑ n ∈ Finset.range (L + 1), tierWeight (s n)
```

A solution satisfies the equations for every matrix entry, every tier $n\le L$ and every real time. Its existence is a hypothesis here, a harmless one for linear equations with constant coefficients.

```lean
/-- The trajectory `s` obeys the scaled hierarchy of depth `L` at all times, entry by entry. -/
def IsSolution (H Q : Matrix ι ι ℂ) (g v : ℝ) (L : ℕ) (s : ℝ → ℕ → Matrix ι ι ℂ) : Prop :=
  ∀ t, ∀ n ≤ L, ∀ i j,
    HasDerivAt (fun τ => s τ n i j) (generator H Q g v L (s t) n i j) t
```

## Weight as a squared length

Writing out the trace gives

$$\operatorname{Re}\operatorname{tr}(A^\dagger B)=\sum_{ij}\left(\operatorname{Re}A_{ji}\operatorname{Re}B_{ji}+\operatorname{Im}A_{ji}\operatorname{Im}B_{ji}\right).$$

```lean
/-- The real part of `tr(A† B)` is the Euclidean inner product of the matrix entries. -/
theorem overlap_re (A B : Matrix ι ι ℂ) : (Matrix.trace (Aᴴ * B)).re =
    ∑ i, ∑ j, ((A j i).re * (B j i).re + (A j i).im * (B j i).im) := by
  simp [Matrix.trace, Matrix.mul_apply, Complex.mul_re]
```

For $B=A$ this is a sum of squares, so $w(A)\ge 0$.

```lean
/-- The weight of a tier is never negative. -/
theorem tierWeight_nonneg (A : Matrix ι ι ℂ) : 0 ≤ tierWeight A := by
  unfold tierWeight
  rw [overlap_re]
  exact Finset.sum_nonneg fun i _ => Finset.sum_nonneg fun j _ =>
    add_nonneg (mul_self_nonneg _) (mul_self_nonneg _)
```

## Exchange between two matrices

Let $K$ be Hermitian. Conjugating a trace is the same as taking the trace of the adjoint, so

$$\overline{\operatorname{tr}(B^\dagger[K,A])}=\operatorname{tr}\big((A^\dagger K-KA^\dagger)B\big)=\operatorname{tr}(A^\dagger KB)-\operatorname{tr}(A^\dagger BK)=\operatorname{tr}(A^\dagger[K,B]).$$

The middle equality uses cyclicity, which is `Matrix.trace_mul_comm` in the code. Taking imaginary parts,

$$\operatorname{Im}\operatorname{tr}(A^\dagger[K,B])=-\operatorname{Im}\operatorname{tr}(B^\dagger[K,A]).$$

```lean
/-- For Hermitian `K`, the imaginary part of `tr(A† [K, B])` changes sign when `A` and `B`
are exchanged. -/
theorem commutator_exchange {K : Matrix ι ι ℂ} (hK : K.IsHermitian) (A B : Matrix ι ι ℂ) :
    (Matrix.trace (Aᴴ * comm K B)).im = -(Matrix.trace (Bᴴ * comm K A)).im := by
  have h : Matrix.trace (Aᴴ * comm K B) = star (Matrix.trace (Bᴴ * comm K A)) := by
    rw [← Matrix.trace_conjTranspose]
    simp only [comm, Matrix.conjTranspose_mul, Matrix.conjTranspose_sub,
      Matrix.conjTranspose_conjTranspose, hK.eq, Matrix.mul_sub,
      Matrix.trace_sub, Matrix.mul_assoc]
    rw [Matrix.trace_mul_comm K (Aᴴ * B), Matrix.mul_assoc]
  exact (congrArg Complex.im h).trans (Complex.conj_im _)
```

## Cancellation between neighbouring tiers

The upward term of tier $n$ and the downward term of tier $n+1$ carry the same factor $\sqrt{n+1}$. By the exchange rule,

$$\sqrt{n+1}\,\Big(\operatorname{Im}\operatorname{tr}(s_n^\dagger[Q,s_{n+1}])+\operatorname{Im}\operatorname{tr}(s_{n+1}^\dagger[Q,s_n])\Big)=0,\qquad 0\le n<L.$$

The two unpaired terms, upward from tier $L$ and downward from tier $0$, vanish because $s_{L+1}=0$ and $s_{-1}=0$. In the proof, `Finset.sum_range_succ` splits off the first of these and `Finset.sum_range_succ'` the second; `hc` is the paired sum.

```lean
/-- For Hermitian `Q`, the exchange of weight between neighbouring tiers sums to zero over
the truncated hierarchy. -/
theorem coupling_cancels {Q : Matrix ι ι ℂ} (hQ : Q.IsHermitian) (L : ℕ)
    (s : ℕ → Matrix ι ι ℂ) :
    ∑ n ∈ Finset.range (L + 1),
      (Real.sqrt ((n : ℝ) + 1) * (Matrix.trace ((s n)ᴴ * comm Q (above L s n))).im
        + Real.sqrt (n : ℝ) * (Matrix.trace ((s n)ᴴ * comm Q (below s n))).im) = 0 := by
  have hL : comm Q (above L s L) = 0 := by simp [comm, above]
  have h0 : comm Q (below s 0) = 0 := by simp [comm, below]
  -- the upward term of tier n meets the downward term of tier n + 1
  have hc : ∑ n ∈ Finset.range L,
        Real.sqrt ((n : ℝ) + 1) * (Matrix.trace ((s n)ᴴ * comm Q (above L s n))).im
      + ∑ n ∈ Finset.range L, Real.sqrt ((n + 1 : ℕ) : ℝ) *
        (Matrix.trace ((s (n + 1))ᴴ * comm Q (below s (n + 1)))).im = 0 := by
    rw [← Finset.sum_add_distrib]
    apply Finset.sum_eq_zero
    intro n hn
    have hlt := Finset.mem_range.mp hn
    simp only [above, below, if_pos hlt, Nat.cast_add, Nat.cast_one]
    rw [commutator_exchange hQ (s n) (s (n + 1))]
    ring
  rw [Finset.sum_add_distrib, Finset.sum_range_succ, Finset.sum_range_succ']
  simp only [hL, h0, Matrix.trace_zero, Complex.zero_im, mul_zero, add_zero]
  exact hc
```

## Damping is all that remains

Since $\operatorname{Re}(-iz)=\operatorname{Im}z$, each tier contributes

$$\begin{aligned}\operatorname{Re}\operatorname{tr}(s_n^\dagger\dot s_n)={}&\operatorname{Im}\operatorname{tr}(s_n^\dagger[H,s_n])-nv\,w(s_n)\\&+g\Big(\sqrt{n+1}\,\operatorname{Im}\operatorname{tr}(s_n^\dagger[Q,s_{n+1}])+\sqrt n\,\operatorname{Im}\operatorname{tr}(s_n^\dagger[Q,s_{n-1}])\Big).\end{aligned}$$

The Hamiltonian term equals its own negative by the exchange rule with $A=B=s_n$, so it is zero; this is the use of `h0` in `linear_combination`. The $g$ terms cancel in the sum over tiers. For the real part of the overlap, the only part treated here, this leaves

$$\sum_{n=0}^{L}\operatorname{Re}\operatorname{tr}(s_n^\dagger\dot s_n)=-v\sum_{n=0}^{L}n\,w(s_n).$$

```lean
/-- For Hermitian `H` and `Q`, the overlap of the hierarchy with its own generator contains
only the damping of the tiers. -/
theorem generator_dissipation {H Q : Matrix ι ι ℂ} (hH : H.IsHermitian) (hQ : Q.IsHermitian)
    (g v : ℝ) (L : ℕ) (s : ℕ → Matrix ι ι ℂ) :
    ∑ n ∈ Finset.range (L + 1), (Matrix.trace ((s n)ᴴ * generator H Q g v L s n)).re
      = -v * ∑ n ∈ Finset.range (L + 1), (n : ℝ) * tierWeight (s n) := by
  have hn : ∀ n, (Matrix.trace ((s n)ᴴ * generator H Q g v L s n)).re
      = -v * ((n : ℝ) * tierWeight (s n)) + g *
        (Real.sqrt ((n : ℝ) + 1) * (Matrix.trace ((s n)ᴴ * comm Q (above L s n))).im
        + Real.sqrt (n : ℝ) * (Matrix.trace ((s n)ᴴ * comm Q (below s n))).im) := by
    intro n
    have h0 := commutator_exchange hH (s n) (s n)
    simp only [generator, tierWeight, Matrix.mul_sub, Matrix.mul_add, Matrix.mul_smul,
      Matrix.trace_sub, Matrix.trace_add, Matrix.trace_smul, smul_eq_mul, Complex.sub_re,
      Complex.add_re, Complex.add_im, Complex.neg_re, Complex.neg_im, Complex.mul_re,
      Complex.mul_im, Complex.I_re, Complex.I_im, Complex.ofReal_re, Complex.ofReal_im]
    linear_combination (1 / 2) * h0
  rw [Finset.sum_congr rfl fun n _ => hn n, Finset.sum_add_distrib, ← Finset.mul_sum,
    ← Finset.mul_sum, coupling_cancels hQ, mul_zero, add_zero]
```

## The balance law

Differentiating $x^2+y^2$ for the real part $x$ and imaginary part $y$ of each entry gives $\frac{d}{dt}w(A)=2\operatorname{Re}\operatorname{tr}(A^\dagger\dot A)$.

```lean
/-- If the entries of `A` have time derivatives `A'`, the weight `tr(A† A)` changes at the
rate `2 Re tr(A† A')`. -/
theorem hasDerivAt_tierWeight {A : ℝ → Matrix ι ι ℂ} {A' : Matrix ι ι ℂ} {t : ℝ}
    (h : ∀ i j, HasDerivAt (fun τ => A τ i j) (A' i j) t) :
    HasDerivAt (fun τ => tierWeight (A τ)) (2 * (Matrix.trace ((A t)ᴴ * A')).re) t := by
  have hterm : ∀ i j, HasDerivAt
      (fun τ => (A τ j i).re * (A τ j i).re + (A τ j i).im * (A τ j i).im)
      (2 * ((A t j i).re * (A' j i).re + (A t j i).im * (A' j i).im)) t := by
    intro i j
    have hr : HasDerivAt (fun τ => (A τ j i).re) (A' j i).re t :=
      Complex.reCLM.hasFDerivAt.comp_hasDerivAt t (h j i)
    have hi : HasDerivAt (fun τ => (A τ j i).im) (A' j i).im t :=
      Complex.imCLM.hasFDerivAt.comp_hasDerivAt t (h j i)
    exact ((hr.fun_mul hr).fun_add (hi.fun_mul hi)).congr_deriv (by ring)
  have hd : HasDerivAt
      (fun τ => ∑ i, ∑ j, ((A τ j i).re * (A τ j i).re + (A τ j i).im * (A τ j i).im))
      (∑ i, ∑ j, 2 * ((A t j i).re * (A' j i).re + (A t j i).im * (A' j i).im)) t :=
    HasDerivAt.fun_sum fun i _ => HasDerivAt.fun_sum fun j _ => hterm i j
  have hf : (fun τ => tierWeight (A τ)) = fun τ =>
      ∑ i, ∑ j, ((A τ j i).re * (A τ j i).re + (A τ j i).im * (A τ j i).im) :=
    funext fun τ => overlap_re (A τ) (A τ)
  rw [hf]
  refine hd.congr_deriv ?_
  simp only [overlap_re, Finset.mul_sum]
```

Summing over the tiers and inserting the equations of motion,

$$\frac{dW}{dt}=-2v\sum_{n=0}^{L}n\,w(s_n).$$

This holds for either sign of $v$. At $L=0$ the sum has only its $n=0$ term, so $W$ is constant: the noise has disappeared from the equations, and tier $0$ evolves under $H$ alone.

```lean
/-- Balance law: for Hermitian `H` and `Q`, the total weight of a solution changes at the
rate `-2 v ∑ n tr(sₙ† sₙ)`. -/
theorem weight_balance {H Q : Matrix ι ι ℂ} (hH : H.IsHermitian) (hQ : Q.IsHermitian)
    {g v : ℝ} {L : ℕ} {s : ℝ → ℕ → Matrix ι ι ℂ} (hs : IsSolution H Q g v L s) (t : ℝ) :
    HasDerivAt (fun τ => totalWeight L (s τ))
      (-2 * v * ∑ n ∈ Finset.range (L + 1), (n : ℝ) * tierWeight (s t n)) t := by
  have h : HasDerivAt (fun τ => ∑ n ∈ Finset.range (L + 1), tierWeight (s τ n))
      (∑ n ∈ Finset.range (L + 1),
        2 * (Matrix.trace ((s t n)ᴴ * generator H Q g v L (s t) n)).re) t :=
    HasDerivAt.fun_sum fun n hn => hasDerivAt_tierWeight (A := fun τ => s τ n)
      (hs t n (Nat.lt_succ_iff.mp (Finset.mem_range.mp hn)))
  refine h.congr_deriv ?_
  rw [← Finset.mul_sum, generator_dissipation hH hQ]
  ring
```

## Stability at every depth

For $v\ge 0$ the right-hand side is non-positive, and a differentiable function with non-positive derivative is non-increasing. `Antitone` states this for any two times: if $t_1\le t_2$, then $W(t_2)\le W(t_1)$.

The statement concerns exact solutions in continuous time. It bounds neither the truncation error nor the growth that a time-stepping scheme may add.

```lean
/-- Stability at every depth: for Hermitian `H` and `Q` and decay rate `v ≥ 0`, the total
weight of a solution of the scaled truncated hierarchy never increases. -/
theorem totalWeight_antitone {H Q : Matrix ι ι ℂ} (hH : H.IsHermitian) (hQ : Q.IsHermitian)
    {g v : ℝ} (hv : 0 ≤ v) {L : ℕ} {s : ℝ → ℕ → Matrix ι ι ℂ}
    (hs : IsSolution H Q g v L s) : Antitone fun t => totalWeight L (s t) := by
  apply antitone_of_deriv_nonpos
  · exact fun t => (weight_balance hH hQ hs t).differentiableAt
  · intro t
    rw [(weight_balance hH hQ hs t).deriv]
    have h : 0 ≤ ∑ n ∈ Finset.range (L + 1), (n : ℝ) * tierWeight (s t n) :=
      Finset.sum_nonneg fun n _ => mul_nonneg (Nat.cast_nonneg n) (tierWeight_nonneg _)
    linarith [mul_nonneg hv h]
```

In the usual initial condition only tier $0$ is populated. Then, for $t\ge 0$ and $m\le L$,

$$w(s_m(t))\le W(t)\le W(0)=w(s_0(0)).$$

The first step holds because all weights are non-negative. The bound does not depend on $L$, and if $s_0(0)$ is a density matrix, it is the initial purity, at most $1$.

```lean
/-- Let `H` and `Q` be Hermitian and `v ≥ 0`. If only tier `0` is populated at time zero, the
weight of each tier at later times is at most the initial weight of tier `0`. -/
theorem tierWeight_le_initial {H Q : Matrix ι ι ℂ} (hH : H.IsHermitian) (hQ : Q.IsHermitian)
    {g v : ℝ} (hv : 0 ≤ v) {L : ℕ} {s : ℝ → ℕ → Matrix ι ι ℂ}
    (hs : IsSolution H Q g v L s) (h0 : ∀ n ≤ L, n ≠ 0 → s 0 n = 0)
    {t : ℝ} (ht : 0 ≤ t) {m : ℕ} (hm : m ≤ L) :
    tierWeight (s t m) ≤ tierWeight (s 0 0) := by
  have hinit : totalWeight L (s 0) = tierWeight (s 0 0) := by
    apply Finset.sum_eq_single_of_mem 0 (Finset.mem_range.mpr (Nat.succ_pos L))
    intro n hn hn0
    rw [h0 n (Nat.lt_succ_iff.mp (Finset.mem_range.mp hn)) hn0]
    simp [tierWeight]
  calc tierWeight (s t m) ≤ totalWeight L (s t) :=
        Finset.single_le_sum (f := fun n => tierWeight (s t n))
          (fun n _ => tierWeight_nonneg _) (Finset.mem_range.mpr (Nat.lt_succ_of_le hm))
    _ ≤ totalWeight L (s 0) := totalWeight_antitone hH hQ hv hs ht
    _ = tierWeight (s 0 0) := hinit
```

## Back to the unscaled hierarchy

The scale factors satisfy $\alpha_{n+1}=\alpha_n g\sqrt{n+1}$, and hence $ng^2\alpha_{n-1}=\alpha_n g\sqrt n$ for $n\ge 1$. Substituting $r_n=\alpha_n s_n$ into the unscaled right-hand side therefore gives $\alpha_n$ times the scaled one, with the same truncation. In the proof, `habove` and `hbelow` treat the two couplings, and `module` collects the terms.

It would be wrong to carry the monotonicity over to the plain sum $\sum_n w(r_n)$. Take $L=1$, $H=0$, $v=0$, $g^2>1$, and start with $r_1=0$ and $[Q,r_0]\ne 0$. The conserved quantity is $w(r_0)+w(r_1)/g^2$, so the plain sum rises as soon as $r_1$ becomes non-zero.

```lean
/-- Multiplying tier `n` by `g ^ n √(n!)` turns the scaled hierarchy into the unscaled one
with the same truncation. -/
theorem bareGenerator_rescaled (H Q : Matrix ι ι ℂ) (g v : ℝ) (L : ℕ)
    (s : ℕ → Matrix ι ι ℂ) (n : ℕ) :
    bareGenerator H Q g v L (fun k => (scale g k : ℂ) • s k) n
      = (scale g n : ℂ) • generator H Q g v L s n := by
  have hcomm : ∀ (K : Matrix ι ι ℂ) (a : ℂ) (B : Matrix ι ι ℂ),
      comm K (a • B) = a • comm K B := by
    intro K a B
    simp only [comm, Matrix.mul_smul, Matrix.smul_mul, smul_sub]
  have hsc : ∀ k : ℕ, scale g (k + 1) = scale g k * g * Real.sqrt ((k : ℝ) + 1) := by
    intro k
    unfold scale
    rw [Nat.factorial_succ, Nat.cast_mul, Real.sqrt_mul (Nat.cast_nonneg _), Nat.cast_add,
      Nat.cast_one, pow_succ]
    ring
  have habove : comm Q (above L (fun k => (scale g k : ℂ) • s k) n)
      = (scale g (n + 1) : ℂ) • comm Q (above L s n) := by
    unfold above
    split_ifs
    · exact hcomm _ _ _
    · simp [comm]
  -- the downward coupling n g² is shared between the two scale factors
  have hbelow : ((n * g ^ 2 : ℝ) : ℂ) • comm Q (below (fun k => (scale g k : ℂ) • s k) n)
      = ((scale g n * g * Real.sqrt (n : ℝ) : ℝ) : ℂ) • comm Q (below s n) := by
    cases n with
    | zero => simp [below, comm]
    | succ m =>
      have hreal : ((m + 1 : ℕ) : ℝ) * g ^ 2 * scale g m
          = scale g (m + 1) * g * Real.sqrt ((m + 1 : ℕ) : ℝ) := by
        rw [hsc m, Nat.cast_add, Nat.cast_one]
        have hsq := Real.mul_self_sqrt (by positivity : (0 : ℝ) ≤ (m : ℝ) + 1)
        linear_combination (-(scale g m * g ^ 2)) * hsq
      simp only [below, hcomm, smul_smul]
      rw [← Complex.ofReal_mul, hreal]
  simp only [bareGenerator, generator]
  rw [habove, hbelow, hcomm, hsc]
  simp only [Complex.ofReal_mul]
  module

end

end ScaledHierarchy
```

```lean
#print axioms ScaledHierarchy.totalWeight_antitone
#print axioms ScaledHierarchy.tierWeight_le_initial
#print axioms ScaledHierarchy.bareGenerator_rescaled
```

```
'ScaledHierarchy.totalWeight_antitone' depends on axioms: [propext, Classical.choice, Quot.sound]
'ScaledHierarchy.tierWeight_le_initial' depends on axioms: [propext, Classical.choice, Quot.sound]
'ScaledHierarchy.bareGenerator_rescaled' depends on axioms: [propext, Classical.choice, Quot.sound]
```
